# The Newton Jacobian at a normalised eigenpair is invertible exactly when the eigenvalue is algebraically simple

Let H be a complex N×N matrix, Hermitian or not. Let ψ₀ be a fixed reference vector, ψ a trial vector and E a trial energy. The inner product ⟨ψ₀,ψ⟩ is conjugate-linear in its first argument, and ψ₀* denotes the row vector with ⟨ψ₀,ψ⟩ = ψ₀*ψ. In the Lean code the basis states are labelled by a finite type `n`, N is `Fintype.card n`, and the inner product is `star ψ₀ ⬝ᵥ ψ`.

```lean
import Mathlib

open Matrix

namespace NewtonEigenpair

noncomputable section

variable {n : Type*} [Fintype n] [DecidableEq n]
```

The equations to be solved are Hψ = Eψ and ⟨ψ₀,ψ⟩ = 1. Their residual has N + 1 components, labelled by `n ⊕ Unit`: one for each basis state and one for the normalisation.

R(ψ,E) = (Hψ − Eψ, ⟨ψ₀,ψ⟩ − 1)

```lean
/-- The residual of the normalised eigenvalue equations: `H ψ - E ψ` together with
`⟨ψ₀, ψ⟩ - 1`. -/
def residual (H : Matrix n n ℂ) (ψ₀ ψ : n → ℂ) (E : ℂ) : n ⊕ Unit → ℂ :=
  Sum.elim (H *ᵥ ψ - E • ψ) (fun _ => star ψ₀ ⬝ᵥ ψ - 1)
```

The bordered matrix has the same labels for its rows and columns:

J = [[H − E, −ψ], [ψ₀*, 0]]

```lean
/-- The bordered matrix `[[H - E, -ψ], [ψ₀*, 0]]`. -/
def jacobian (H : Matrix n n ℂ) (ψ₀ ψ : n → ℂ) (E : ℂ) :
    Matrix (n ⊕ Unit) (n ⊕ Unit) ℂ :=
  fromBlocks (H - E • (1 : Matrix n n ℂ)) (-replicateCol Unit ψ)
    (replicateRow Unit (star ψ₀)) 0
```

## The Newton equation, away from the solution

Change ψ by d and E by ε. Multiplying out the blocks gives

J(d,ε) = (Hd − Ed − εψ, ⟨ψ₀,d⟩).

```lean
/-- The bordered matrix acting on a change `d` of the vector and a change `ε` of the energy. -/
theorem jacobian_mulVec (H : Matrix n n ℂ) (ψ₀ ψ d : n → ℂ) (E ε : ℂ) :
    jacobian H ψ₀ ψ E *ᵥ Sum.elim d (fun _ => ε) =
      Sum.elim (H *ᵥ d - E • d - ε • ψ) (fun _ => star ψ₀ ⬝ᵥ d) := by
  have h1 : (H - E • (1 : Matrix n n ℂ)) *ᵥ d = H *ᵥ d - E • d := by
    rw [Matrix.sub_mulVec, Matrix.smul_mulVec, Matrix.one_mulVec]
  have h2 : (-replicateCol Unit ψ) *ᵥ (fun _ => ε) = -(ε • ψ) := by
    ext i
    simp [Matrix.mulVec, dotProduct, mul_comm]
  have h3 : replicateRow Unit (star ψ₀) *ᵥ d = fun _ => star ψ₀ ⬝ᵥ d := rfl
  rw [jacobian, Matrix.fromBlocks_mulVec, Sum.elim_comp_inl, Sum.elim_comp_inr, h1, h2, h3,
    Matrix.zero_mulVec, add_zero, ← sub_eq_add_neg]
```

The eigenvalue part of the displaced residual is

H(ψ+d) − (E+ε)(ψ+d) = (Hψ − Eψ) + (Hd − Ed − εψ) − εd,

and the normalisation part changes by exactly ⟨ψ₀,d⟩. Hence

R(ψ+d, E+ε) = R(ψ,E) + J(d,ε) − (εd, 0).

The only term beyond first order is εd, so J is the Jacobian of R. The Lean theorem states this exact expansion and does not use a derivative operator. Its proof treats the two kinds of component separately and finishes each with `ring`.

```lean
/-- The residual at a displaced pair is the old residual, plus the bordered matrix applied to
the displacement, minus the quadratic term `ε d`. -/
theorem residual_expansion (H : Matrix n n ℂ) (ψ₀ ψ d : n → ℂ) (E ε : ℂ) :
    residual H ψ₀ (ψ + d) (E + ε) =
      residual H ψ₀ ψ E + jacobian H ψ₀ ψ E *ᵥ Sum.elim d (fun _ => ε)
        - Sum.elim (ε • d) 0 := by
  rw [jacobian_mulVec]
  funext k
  rcases k with i | i <;>
  · simp only [residual, Pi.add_apply, Pi.sub_apply, Sum.elim_inl, Sum.elim_inr,
      Pi.smul_apply, smul_eq_mul, Matrix.mulVec_add, dotProduct_add, Pi.zero_apply]
    ring
```

No eigenvalue equation has been assumed so far. The next theorem has one hypothesis, `hstep`, which says that (d,ε) solves the Newton equation J(d,ε) = −R(ψ,E). The first two terms of the expansion then cancel. Without `hstep` they remain.

```lean
/-- After a Newton step `(d, ε)` the eigenvalue equation has residual `-ε d` and the
normalisation condition holds exactly. -/
theorem residual_after_newton_step (H : Matrix n n ℂ) (ψ₀ ψ d : n → ℂ) (E ε : ℂ)
    (hstep : jacobian H ψ₀ ψ E *ᵥ Sum.elim d (fun _ => ε) = -residual H ψ₀ ψ E) :
    residual H ψ₀ (ψ + d) (E + ε) = -Sum.elim (ε • d) 0 := by
  rw [residual_expansion, hstep, add_neg_cancel, zero_sub]
```

In a direct implementation, one step assembles J, solves this linear system of size N + 1, and replaces (ψ,E) by (ψ+d, E+ε). In exact arithmetic the normalisation then holds, and the new eigenvalue residual is −εd, which gives a direct check on an implementation.

## The eigenvalue equation Hψ = Eψ

This hypothesis, `hψ`, places the Jacobian at a stationary state, or at a right eigenvector if H is not Hermitian. By hand it enters first through A = H − E, which satisfies Aψ = 0.

Write c = ψ and r = ψ₀*, so that Ac = 0 and rc = 1. Adding the last column of J, multiplied by r, to the first block column gives

[[A − cr, −c], [r, 0]].

Now subtract the first block column, multiplied by c, from the last column. Since (A − cr)c = −c, the upper right block becomes c − c = 0, and the lower right entry becomes −rc = −1:

[[A − cr, 0], [r, −1]].

Both operations have determinant one, so

det J = −det(H − E − ψψ₀*).

In `bordered_det` the operations are right multiplications by two block triangular matrices. The assumption `hAc` carries the eigenvalue equation and `hrc` the normalisation.

```lean
/-- If `A` annihilates the column `c` and the row `r` satisfies `r c = 1`, the bordered
determinant equals minus the determinant of `A - c r`. -/
theorem bordered_det (A : Matrix n n ℂ) (c : Matrix n Unit ℂ) (r : Matrix Unit n ℂ)
    (hAc : A * c = 0) (hrc : r * c = 1) :
    (fromBlocks A (-c) r 0).det = -(A - c * r).det := by
  have h4 : (A - c * r) * c = -c := by
    rw [Matrix.sub_mul, Matrix.mul_assoc, hrc, hAc, Matrix.mul_one, zero_sub]
  -- two column operations of determinant one make the matrix block triangular
  have h : fromBlocks A (-c) r 0 * fromBlocks 1 0 r 1 * fromBlocks 1 (-c) 0 1
      = fromBlocks (A - c * r) 0 r (-1) := by
    have e : A * 1 + -c * r = A - c * r := by
      rw [Matrix.mul_one, Matrix.neg_mul, sub_eq_add_neg]
    rw [fromBlocks_multiply, fromBlocks_multiply, e]
    simp [h4, hrc]
  have hd := congrArg Matrix.det h
  simp only [Matrix.det_mul, Matrix.det_fromBlocks_zero₁₂, Matrix.det_fromBlocks_zero₂₁] at hd
  simpa using hd
```

Without the eigenvalue equation the equivalence fails. For N = 1, H = h and ψ = ψ₀ = 1, the determinant of J is 1 for every E, yet E is a root of the characteristic polynomial only when E = h.

## The normalisation ⟨ψ₀,ψ⟩ = 1

This is the intermediate normalisation of perturbation theory: the state has unit overlap with the reference, and its own norm is not set to one. In the determinant formula and the invertibility criterion for J it is the hypothesis `hn`. It excludes ψ = 0 and ensures that subtracting ψψ₀* from H moves the eigenvalue belonging to ψ from E to E − 1.

Let K = H − ψψ₀*, and let p and q be the characteristic polynomials of H and K, p(z) = det(z − H) and q(z) = det(z − K). For z ≠ E, the relation (z − H)ψ = (z − E)ψ gives

z − K = (z − H)(1 + ψψ₀*/(z − E)).

The matrix determinant lemma, det(1 + uv) = 1 + vu for a column u and a row v, together with ψ₀*ψ = 1, yields

q(z) = p(z)(1 + 1/(z − E)),
(z − E) q(z) = (z − E + 1) p(z).

At z = E the left side is zero. So is the right side, because E − H annihilates the nonzero vector ψ and therefore p(E) = 0. The identity thus holds at every z, including the other eigenvalues of H, since z − H was never inverted.

The Lean proof follows the same two cases. `Polynomial.funext` turns equality at every complex number into equality of polynomials. The row is called `φ` and is arbitrary apart from φψ = 1; it becomes `star ψ₀` later.

```lean
/-- Subtracting `ψ φ` from `H`, where `H ψ = E ψ` and `φ ψ = 1`, replaces one factor `X - E`
of the characteristic polynomial by `X - E + 1`. -/
theorem deflation_charpoly (H : Matrix n n ℂ) (φ ψ : n → ℂ) (E : ℂ)
    (hψ : H *ᵥ ψ = E • ψ) (hn : φ ⬝ᵥ ψ = 1) :
    (Polynomial.X - Polynomial.C E) * (H - vecMulVec ψ φ).charpoly =
      (Polynomial.X - Polynomial.C E + 1) * H.charpoly := by
  have hs : ∀ z : ℂ, Matrix.scalar n z = z • (1 : Matrix n n ℂ) := fun z => by
    rw [Matrix.scalar_apply, Matrix.smul_one_eq_diagonal]
  have hM : ∀ z : ℂ, (z • (1 : Matrix n n ℂ) - H) *ᵥ ψ = (z - E) • ψ := fun z => by
    rw [Matrix.sub_mulVec, Matrix.smul_mulVec, Matrix.one_mulVec, hψ, sub_smul]
  apply Polynomial.funext
  intro z
  simp only [Polynomial.eval_mul, Polynomial.eval_add, Polynomial.eval_sub, Polynomial.eval_X,
    Polynomial.eval_C, Polynomial.eval_one, Matrix.eval_charpoly, hs]
  by_cases hz : z = E
  · -- at the eigenvalue both sides vanish
    have hψ0 : ψ ≠ 0 := by
      rintro rfl
      simp at hn
    have h0 : (E • (1 : Matrix n n ℂ) - H).det = 0 :=
      Matrix.exists_mulVec_eq_zero_iff.mp ⟨ψ, hψ0, by rw [hM, sub_self, zero_smul]⟩
    rw [hz, h0]
    ring
  · -- elsewhere the shift factors out as a rank-one update of the identity
    have hz' : z - E ≠ 0 := sub_ne_zero.mpr hz
    have hfac : z • (1 : Matrix n n ℂ) - (H - vecMulVec ψ φ) =
        (z • (1 : Matrix n n ℂ) - H) * (1 + vecMulVec ((z - E)⁻¹ • ψ) φ) := by
      rw [Matrix.mul_add, Matrix.mul_one, Matrix.mul_vecMulVec, Matrix.mulVec_smul, hM,
        smul_smul, inv_mul_cancel₀ hz', one_smul]
      abel
    rw [hfac, Matrix.det_mul, Matrix.vecMulVec_eq Unit,
      Matrix.det_one_add_replicateCol_mul_replicateRow, dotProduct_smul, hn, smul_eq_mul]
    linear_combination (z • (1 : Matrix n n ℂ) - H).det * mul_inv_cancel₀ hz'
```

If the overlap is zero and ψ is a nonzero eigenvector, J(ψ,0) = 0, so J is singular even for a simple eigenvalue. Any other nonzero overlap s merely multiplies det J by s and leaves the invertibility criterion unchanged.

## The determinant as a slope

With both hypotheses in force, differentiate the identity for q:

q(z) + (z − E) q′(z) = p(z) + (z − E + 1) p′(z).

At z = E, where p(E) = 0, this becomes q(E) = p′(E). Since H − E − ψψ₀* = −(E − K), the earlier determinant is

det J = −(−1)ᴺ q(E) = (−1)ᴺ⁺¹ p′(E).

In the proof, `h0` and `h1` are the polynomial identity and its derivative at E, `h2` combines them into q(E) = p′(E), and `h3` supplies the sign.

```lean
/-- At a normalised eigenpair the determinant of the Jacobian is, up to the sign `(-1) ^
(Fintype.card n + 1)`, the derivative of the characteristic polynomial at `E`. -/
theorem jacobian_det (H : Matrix n n ℂ) (ψ₀ ψ : n → ℂ) (E : ℂ)
    (hψ : H *ᵥ ψ = E • ψ) (hn : star ψ₀ ⬝ᵥ ψ = 1) :
    (jacobian H ψ₀ ψ E).det =
      (-1) ^ (Fintype.card n + 1) * H.charpoly.derivative.eval E := by
  have hAc : (H - E • (1 : Matrix n n ℂ)) * replicateCol Unit ψ = 0 := by
    ext i j
    change ((H - E • (1 : Matrix n n ℂ)) *ᵥ ψ) i = 0
    rw [Matrix.sub_mulVec, Matrix.smul_mulVec, Matrix.one_mulVec, hψ, sub_self, Pi.zero_apply]
  have hrc : replicateRow Unit (star ψ₀) * replicateCol Unit ψ = 1 := by
    ext i j
    change star ψ₀ ⬝ᵥ ψ = (1 : Matrix Unit Unit ℂ) i j
    exact hn.trans (Matrix.one_apply_eq i).symm
  have hpoly := deflation_charpoly H (star ψ₀) ψ E hψ hn
  -- the deflation identity and its derivative, both taken at `E`
  have h0 := congrArg (Polynomial.eval E) hpoly
  have h1 := congrArg (fun p => Polynomial.eval E (Polynomial.derivative p)) hpoly
  simp only [Polynomial.derivative_mul, Polynomial.derivative_add, Polynomial.derivative_sub,
    Polynomial.derivative_X, Polynomial.derivative_C, Polynomial.derivative_one,
    Polynomial.eval_mul, Polynomial.eval_add, Polynomial.eval_sub, Polynomial.eval_X,
    Polynomial.eval_C, Polynomial.eval_one, Polynomial.eval_zero] at h0 h1
  have h2 : (H - vecMulVec ψ (star ψ₀)).charpoly.eval E = H.charpoly.derivative.eval E := by
    linear_combination h1 - h0
  have h3 : H - E • (1 : Matrix n n ℂ) - vecMulVec ψ (star ψ₀) =
      -(Matrix.scalar n E - (H - vecMulVec ψ (star ψ₀))) := by
    rw [Matrix.scalar_apply, ← Matrix.smul_one_eq_diagonal]
    abel
  rw [jacobian, bordered_det _ _ _ hAc hrc, ← Matrix.vecMulVec_eq Unit, h3, Matrix.det_neg,
    ← Matrix.eval_charpoly, h2]
  ring
```

The smallest case is N = 1. There E = H, J = [[0, −ψ], [ψ₀*, 0]], and det J = ψ₀*ψ = 1, in agreement with p′(E) = 1. For N = 0 the normalisation cannot be satisfied.

## Algebraic simplicity of E

Simplicity is one side of the equivalence and is not assumed. It says that E occurs once in the characteristic polynomial, written `H.charpoly.rootMultiplicity E = 1`. For Hermitian H this is the usual absence of degeneracy. For non-Hermitian H it also excludes an eigenvalue at which eigenvectors have merged.

By hand, p(E) = 0 makes the multiplicity at least one, and it exceeds one exactly when p′(E) = 0 as well. The determinant formula therefore gives

J is invertible ⇔ p′(E) ≠ 0 ⇔ E is a simple root of p.

The Lean proof obtains the root from the deflation identity, uses `hone` for the criterion on the derivative, and replaces invertibility of J by a nonzero determinant. `IsUnit` is the Lean statement of invertibility.

```lean
/-- At a normalised eigenpair the Jacobian is invertible if and only if `E` is a simple root
of the characteristic polynomial of `H`. -/
theorem jacobian_isUnit_iff_simple_root (H : Matrix n n ℂ) (ψ₀ ψ : n → ℂ) (E : ℂ)
    (hψ : H *ᵥ ψ = E • ψ) (hn : star ψ₀ ⬝ᵥ ψ = 1) :
    IsUnit (jacobian H ψ₀ ψ E) ↔ H.charpoly.rootMultiplicity E = 1 := by
  have hp : H.charpoly ≠ 0 := H.charpoly_monic.ne_zero
  have hroot : H.charpoly.IsRoot E := by
    have h := congrArg (Polynomial.eval E) (deflation_charpoly H (star ψ₀) ψ E hψ hn)
    simp only [Polynomial.eval_mul, Polynomial.eval_add, Polynomial.eval_sub,
      Polynomial.eval_X, Polynomial.eval_C, Polynomial.eval_one] at h
    change H.charpoly.eval E = 0
    linear_combination -h
  have hpos := (Polynomial.rootMultiplicity_pos hp).mpr hroot
  have hone := Polynomial.one_lt_rootMultiplicity_iff_isRoot (t := E) hp
  have hsign : ((-1 : ℂ)) ^ (Fintype.card n + 1) ≠ 0 := pow_ne_zero _ (by norm_num)
  rw [Matrix.isUnit_iff_isUnit_det, isUnit_iff_ne_zero, jacobian_det H ψ₀ ψ E hψ hn]
  constructor
  · intro h
    have hnot : ¬ 1 < H.charpoly.rootMultiplicity E :=
      fun hlt => right_ne_zero_of_mul h (hone.mp hlt).2
    omega
  · intro h
    refine mul_ne_zero hsign fun hd => ?_
    have hlt := hone.mpr ⟨hroot, hd⟩
    omega
```

A unique eigenvector is not enough. Take

H = [[0, 1], [0, 0]], ψ = ψ₀ = (1, 0), E = 0.

The equation Hx = 0 forces the second component of x to vanish, so the null vector is unique up to a factor. But p(z) = z² has p′(0) = 0, so J is singular; indeed its second row is zero. The final theorem proves directly that every null vector is a multiple of (1, 0), by reading off the components of x, and that J is singular, from the zero row. Lean numbers the components from 0, so this row is `Sum.inl 1`.

```lean
/-- For the Jordan block `[[0, 1], [0, 0]]` every null vector is a multiple of `(1, 0)`, and the
Jacobian with `ψ₀ = ψ = (1, 0)` and `E = 0` is singular. -/
theorem jordan_block_singular :
    (∀ x : Fin 2 → ℂ, !![0, 1; 0, 0] *ᵥ x = 0 → x = x 0 • ![1, 0]) ∧
      ¬ IsUnit (jacobian !![0, 1; 0, 0] ![1, 0] ![1, 0] 0) := by
  constructor
  · intro x hx
    have h1 : x 1 = 0 := by
      have h := congrFun hx 0
      simpa [Matrix.mulVec, dotProduct, Fin.sum_univ_two] using h
    ext i
    fin_cases i
    · rw [Pi.smul_apply, smul_eq_mul]
      exact (mul_one (x 0)).symm
    · rw [Pi.smul_apply, smul_eq_mul]
      exact h1.trans (mul_zero (x 0)).symm
  · -- the second row of the Jacobian vanishes
    have h0 : (jacobian !![0, 1; 0, 0] ![1, 0] ![1, 0] 0).det = 0 := by
      apply Matrix.det_eq_zero_of_row_eq_zero (Sum.inl 1)
      rintro (j | j)
      · change ((!![0, 1; 0, 0] : Matrix (Fin 2) (Fin 2) ℂ)
          - (0 : ℂ) • (1 : Matrix (Fin 2) (Fin 2) ℂ)) 1 j = 0
        rw [zero_smul, sub_zero]
        fin_cases j <;> rfl
      · change -((![1, 0] : Fin 2 → ℂ) 1) = 0
        exact neg_zero
    rw [Matrix.isUnit_iff_isUnit_det, h0]
    exact not_isUnit_zero

end

end NewtonEigenpair
```

For a finite-matrix model of resonances with non-Hermitian H, this means that at an exceptional point, where eigenvalues and their eigenvectors coalesce, the Jacobian at the coalesced eigenpair is singular. At a simple eigenvalue, continuity of the determinant keeps J invertible for all sufficiently close (ψ,E), which is the usual starting point for local quadratic convergence of Newton's method; the convergence argument itself is not formalised here.

```lean
#print axioms NewtonEigenpair.residual_after_newton_step
#print axioms NewtonEigenpair.jacobian_isUnit_iff_simple_root
#print axioms NewtonEigenpair.jordan_block_singular
```

```
'NewtonEigenpair.residual_after_newton_step' depends on axioms: [propext, Classical.choice, Quot.sound]
'NewtonEigenpair.jacobian_isUnit_iff_simple_root' depends on axioms: [propext, Classical.choice, Quot.sound]
'NewtonEigenpair.jordan_block_singular' depends on axioms: [propext, Classical.choice, Quot.sound]
```
